# The Frobenius–Schur trichotomy for invariant bilinear forms of an irreducible representation

## Physical setting

A character table alone does not always show whether the invariant product of two sets of partner functions of one irreducible representation is symmetric or antisymmetric under exchange of the two sets. The dihedral and quaternion groups of order 8 have the same table, with two-dimensional character $(2,-2,0,0,0)$, yet the invariant pairing is symmetric under exchange of the two factors in the first group and antisymmetric in the second. Reading "real character" as "symmetric pairing" therefore gives the wrong sign in the second case. The distinction is recovered by averaging the character of $g^2$ over all group elements $g$. For a finite point group or double group whose action on a degenerate level is irreducible over the complex numbers, that one number tells whether a nonzero bilinear invariant of two such multiplets exists and, if so, its exchange symmetry.

## Statement

Let $G$ be a finite group with $|G|$ elements, $n$ a finite index set, and $\rho(g)$ complex matrices indexed by $n$ with $\rho(gh)=\rho(g)\rho(h)$ and $\rho(e)=1$. A matrix $B$ defines the bilinear form $x^TBy$ on column vectors $x,y$, and it is an invariant form if
$$\rho(g)^T B\,\rho(g)=B\quad\text{for all } g\in G.$$
The indicator is
$$\nu=\frac1{|G|}\sum_{g}\operatorname{tr}\rho(g^2).$$
For irreducible $\rho$:

- $\nu\in\{1,0,-1\}$;
- $\nu=1$ exactly when a nonzero invariant form with $B^T=B$ exists;
- $\nu=-1$ exactly when a nonzero invariant form with $B^T=-B$ exists;
- $\nu=0$ exactly when the only invariant form is $B=0$.

A second theorem shows that the two-dimensional representation of the quaternion group is irreducible with $\nu=-1$.

## Derivation

Step 1: a degenerate invariant form vanishes. Since $\rho(g^{-1})^T\rho(g)^T=(\rho(g)\rho(g^{-1}))^T=1$, invariance gives $B\rho(g)=\rho(g^{-1})^TB$. If $Bw=0$ then $B\rho(g)w=\rho(g^{-1})^TBw=0$, so $\ker B$ is an invariant subspace. By irreducibility it is zero or everything. If $Bv=0$ for some $v\neq0$, it is everything and $B=0$.

Step 2: invariant forms are proportional. Let $B_0\ne0$ and $B$ be invariant. By step 1, $\det B_0\neq0$. Over $\mathbb C$ the matrix $B_0^{-1}B$ has an eigenvalue $c$ with eigenvector $v\neq0$, so $Bv=cB_0v$. The form $B-cB_0$ is invariant and annihilates $v$, hence $B=cB_0$.

Step 3: symmetry type. Transposing the invariance condition shows that $B^T$ is invariant. For $B\ne0$ step 2 gives $B^T=cB$, and transposing again gives $B=c^2B$. So $c=\pm1$.

Step 4: the indicator through the group average. For any matrix $X$ define
$$P(X)=\frac1{|G|}\sum_g\rho(g)^TX\rho(g),$$
which is linear in $X$. For $h\in G$, $\rho(h)^TP(X)\rho(h)=|G|^{-1}\sum_g\rho(gh)^TX\rho(gh)=P(X)$, because $gh$ runs over $G$ once. Let $E_{ij}$ be the matrix with $1$ in row $i$, column $j$ and zeros elsewhere. For any matrix $A$,
$$(A^TE_{ij}A)_{ji}=\sum_{k,l}A_{kj}\,\delta_{ki}\delta_{lj}\,A_{li}=A_{ij}A_{ji}.$$
Summing over $i,j$ gives $\operatorname{tr}A^2$. With $A=\rho(g)$ and $\rho(g)^2=\rho(g^2)$,
$$\nu=\sum_{i,j}P(E_{ij})_{ji}.$$

Step 5: evaluation. Let $B\ne0$ be invariant with $B^T=\varepsilon B$ for a number $\varepsilon$, that is $B_{ji}=\varepsilon B_{ij}$. By steps 2 and 4, $P(E_{ij})=c_{ij}B$ for numbers $c_{ij}$. Every term of $P(B)$ equals $B$, so $P(B)=B$. Expanding $B=\sum_{i,j}B_{ij}E_{ij}$,
$$B=P(B)=\Big(\sum_{i,j}B_{ij}c_{ij}\Big)B\quad\Rightarrow\quad\sum_{i,j}B_{ij}c_{ij}=1.$$
Then $\nu=\sum_{i,j}c_{ij}B_{ji}=\varepsilon\sum_{i,j}B_{ij}c_{ij}=\varepsilon$. If instead no nonzero invariant form exists, every $P(E_{ij})$ is zero and $\nu=0$. By step 3 one of the three cases occurs, and since $1,0,-1$ are distinct, the value of $\nu$ determines the case.

The quaternion example. With indices $0,1$ take
$$R=\begin{pmatrix}i&0\\0&-i\end{pmatrix},\qquad J=\begin{pmatrix}0&1\\-1&0\end{pmatrix},$$
and the eight matrices $R^k$, $JR^k$ for $k=0,\dots,3$. In terms of Pauli matrices $R=i\sigma_z$ and $J=i\sigma_y$, so this is the spin-½ representation of the double group of $D_2$. A nonzero invariant subspace $W$ contains a vector $w$ with $w_0\neq0$: if $v\in W$ is nonzero with $v_0=0$, take $Jv=(v_1,0)$. Then $p=w-iRw=(2w_0,0)$ and $Jp=(0,-2w_0)$ lie in $W$ and span $\mathbb C^2$. The form $J$ is invariant, because $M^TJM=(\det M)J$ for $2\times2$ matrices $M$ and all eight determinants are $1$. As $J^T=-J$, step 5 gives $\nu=-1$, in agreement with the direct count $(2\cdot2+6\cdot(-2))/8$.

Smallest case. If $n$ has one element, $\rho(g)=\chi(g)$ is a number, a form is a number $b$, and invariance reads $\chi(g)^2b=b$. An antisymmetric $1\times1$ matrix is zero, so $\nu=1$ if all $\chi(g)=\pm1$ and $\nu=0$ otherwise. For the complex character of $C_3$ with $\omega=e^{2\pi i/3}$, $\nu=(1+\omega^2+\omega^4)/3=0$. These one-dimensional examples, the dihedral comparison, the direct count and the spin-½ reading are pencil remarks that the Lean code does not state.

## What the formal version assumes

The representation is `ρ : G →* Matrix n n ℂ`, a map respecting products and the identity, acting on column vectors `n → ℂ` by `*ᵥ`. `IsIrrep ρ` says that `n` is nonempty and that every complex subspace mapped into itself by all `ρ g` is `⊥` (zero) or `⊤` (everything). Irreducibility is a hypothesis of the general theorem and is proved only for `quatRep`. `IsInvariantForm ρ B` uses the plain transpose `ᵀ`, so the forms are bilinear, without complex conjugation. Unitarity of $\rho$ is not assumed. `indicator` is $\nu$ as a complex number, `average` is $P$, and `single i j 1` is $E_{ij}$. The four conjuncts of `frobenius_schur_trichotomy` are the four items of the statement, in the same order.

The classification is stated purely through invariant forms. That $\nu=1$ corresponds to a basis with real matrices, and $\nu=0$ to a character that is not real, is the usual reading of the Frobenius–Schur theorem, and no theorem below mentions either property. Dimensions of spaces of forms do not appear, so the expression of $\nu$ as a difference of such dimensions is not among the statements. Reducible representations, infinite groups such as $SU(2)$ or a full space group, projective representations and antiunitary operators such as time reversal are outside the trichotomy proved here. The level labelled $E$ in the character table of $C_3$ counts as reducible, since it is a pair of complex conjugate one-dimensional representations. With real $2\times2$ rotation matrices its $\nu$ is $(2-1-1)/3=0$, although $x_1y_1+x_2y_2$ is invariant.

## The Lean file

```lean
import Mathlib

open Matrix

namespace FrobeniusSchurIrreducible

noncomputable section

variable {G n : Type*} [Group G] [Fintype n] [DecidableEq n]

/-- A matrix representation is irreducible if it acts on a nonzero space whose only invariant
subspaces are zero and the whole space. -/
structure IsIrrep (ρ : G →* Matrix n n ℂ) : Prop where
  nonempty : Nonempty n
  simple : ∀ W : Submodule ℂ (n → ℂ), (∀ g, ∀ v ∈ W, ρ g *ᵥ v ∈ W) → W = ⊥ ∨ W = ⊤

/-- `B` is an invariant bilinear form: `ρ(g)ᵀ B ρ(g) = B` for every group element. -/
def IsInvariantForm (ρ : G →* Matrix n n ℂ) (B : Matrix n n ℂ) : Prop :=
  ∀ g, (ρ g)ᵀ * B * ρ g = B

/-- The Frobenius-Schur indicator, the group mean of `tr ρ(g²)`. -/
def indicator [Fintype G] (ρ : G →* Matrix n n ℂ) : ℂ :=
  (Fintype.card G : ℂ)⁻¹ * ∑ g, trace (ρ (g ^ 2))

/-- The group average `X ↦ |G|⁻¹ ∑ ρ(g)ᵀ X ρ(g)` of a bilinear form. -/
def average [Fintype G] (ρ : G →* Matrix n n ℂ) : Matrix n n ℂ →ₗ[ℂ] Matrix n n ℂ where
  toFun X := (Fintype.card G : ℂ)⁻¹ • ∑ g, (ρ g)ᵀ * X * ρ g
  map_add' X Y := by simp only [mul_add, add_mul, Finset.sum_add_distrib, smul_add]
  map_smul' c X := by
    simp only [RingHom.id_apply, Matrix.mul_smul, Matrix.smul_mul, ← Finset.smul_sum]
    rw [smul_comm]

variable {ρ : G →* Matrix n n ℂ}

/-- An invariant form of an irreducible representation that annihilates a nonzero vector
is zero. -/
theorem eq_zero_of_degenerate (hρ : IsIrrep ρ) {B : Matrix n n ℂ} (hB : IsInvariantForm ρ B)
    {v : n → ℂ} (hv : v ≠ 0) (hBv : B *ᵥ v = 0) : B = 0 := by
  have hint : ∀ g, B * ρ g = (ρ g⁻¹)ᵀ * B := fun g =>
    calc B * ρ g = (ρ g * ρ g⁻¹)ᵀ * B * ρ g := by
          rw [← map_mul, mul_inv_cancel, map_one, transpose_one, one_mul]
      _ = (ρ g⁻¹)ᵀ * ((ρ g)ᵀ * B * ρ g) := by rw [transpose_mul]; simp only [mul_assoc]
      _ = (ρ g⁻¹)ᵀ * B := by rw [hB g]
  -- the kernel of `B` is an invariant subspace
  have hW : ∀ g, ∀ w ∈ LinearMap.ker (toLin' B), ρ g *ᵥ w ∈ LinearMap.ker (toLin' B) := by
    intro g w hw
    rw [LinearMap.mem_ker, toLin'_apply] at hw ⊢
    rw [mulVec_mulVec, hint, ← mulVec_mulVec, hw, mulVec_zero]
  rcases hρ.simple _ hW with h | h
  · have hmem : v ∈ LinearMap.ker (toLin' B) := by rw [LinearMap.mem_ker, toLin'_apply, hBv]
    rw [h] at hmem
    exact absurd ((Submodule.mem_bot ℂ).1 hmem) hv
  · exact Matrix.toLin'.map_eq_zero_iff.1 (LinearMap.ker_eq_top.1 h)

/-- Every invariant form of an irreducible representation is a multiple of any given nonzero
invariant form. -/
theorem exists_eq_smul (hρ : IsIrrep ρ) {B₀ B : Matrix n n ℂ} (h₀ : IsInvariantForm ρ B₀)
    (hne : B₀ ≠ 0) (hB : IsInvariantForm ρ B) : ∃ c : ℂ, B = c • B₀ := by
  have := hρ.nonempty
  have hdet : IsUnit B₀.det := by
    rw [isUnit_iff_ne_zero]
    intro hd
    obtain ⟨v, hv, hBv⟩ := Matrix.exists_mulVec_eq_zero_iff.2 hd
    exact hne (eq_zero_of_degenerate hρ h₀ hv hBv)
  -- an eigenvector of `B₀⁻¹ B` is annihilated by `B - c B₀`
  obtain ⟨c, hc⟩ := Module.End.exists_eigenvalue (toLin' (B₀⁻¹ * B))
  obtain ⟨v, hv⟩ := hc.exists_hasEigenvector
  have hev : (B₀⁻¹ * B) *ᵥ v = c • v := hv.apply_eq_smul
  have hBv : B *ᵥ v = c • (B₀ *ᵥ v) := by
    rw [← mulVec_smul, ← hev, mulVec_mulVec, ← mul_assoc, mul_nonsing_inv _ hdet, one_mul]
  have hinv : IsInvariantForm ρ (B - c • B₀) := fun g => by
    rw [mul_sub, sub_mul, Matrix.mul_smul, Matrix.smul_mul, hB g, h₀ g]
  refine ⟨c, sub_eq_zero.1 (eq_zero_of_degenerate hρ hinv hv.2 ?_)⟩
  rw [sub_mulVec, hBv, smul_mulVec, sub_self]

/-- An invariant form of an irreducible representation is symmetric or antisymmetric. -/
theorem symm_or_antisymm (hρ : IsIrrep ρ) {B : Matrix n n ℂ} (hB : IsInvariantForm ρ B) :
    Bᵀ = B ∨ Bᵀ = -B := by
  by_cases hne : B = 0
  · left; simp [hne]
  have hT : IsInvariantForm ρ Bᵀ := fun g => by
    have := congrArg transpose (hB g)
    rwa [transpose_mul, transpose_mul, transpose_transpose, ← mul_assoc] at this
  obtain ⟨c, hc⟩ := exists_eq_smul hρ hB hne hT
  -- transposing twice gives `c² = 1`
  have h2 : B = (c * c) • B := by
    have := congrArg transpose hc
    rwa [transpose_transpose, transpose_smul, hc, smul_smul] at this
  have h3 : (c * c - 1) • B = 0 := by rw [sub_smul, ← h2, one_smul, sub_self]
  have h4 : c * c = 1 := sub_eq_zero.1 ((smul_eq_zero.1 h3).resolve_right hne)
  rcases mul_self_eq_one_iff.1 h4 with h | h
  · left; rw [hc, h, one_smul]
  · right; rw [hc, h, neg_one_smul]

variable [Fintype G]

/-- The group average of any bilinear form is an invariant form. -/
theorem average_invariant (X : Matrix n n ℂ) : IsInvariantForm ρ (average ρ X) := by
  intro h
  have hav : average ρ X = (Fintype.card G : ℂ)⁻¹ • ∑ g, (ρ g)ᵀ * X * ρ g := rfl
  rw [hav, Matrix.mul_smul, Matrix.smul_mul, Finset.mul_sum, Finset.sum_mul]
  congr 1
  rw [← Equiv.sum_comp (Equiv.mulRight h) (fun g => (ρ g)ᵀ * X * ρ g)]
  refine Finset.sum_congr rfl fun g _ => ?_
  simp only [Equiv.coe_mulRight, map_mul, transpose_mul, mul_assoc]

/-- The indicator is the sum over `i, j` of the `(j, i)` entry of the group average of the
matrix unit `E_ij`. -/
theorem indicator_eq_sum : indicator ρ = ∑ i, ∑ j, average ρ (single i j 1) j i := by
  have hav : ∀ X, average ρ X = (Fintype.card G : ℂ)⁻¹ • ∑ g, (ρ g)ᵀ * X * ρ g := fun _ => rfl
  have entry : ∀ (A : Matrix n n ℂ) (i j : n),
      (Aᵀ * single i j (1 : ℂ) * A : Matrix n n ℂ) j i = A i j * A j i := by
    intro A i j
    simp [Matrix.mul_apply, Matrix.single, ite_and]
  simp only [indicator, hav, Matrix.smul_apply, Matrix.sum_apply, entry, smul_eq_mul,
    ← Finset.mul_sum]
  congr 1
  simp only [pow_two, map_mul, trace, diag_apply, Matrix.mul_apply]
  rw [Finset.sum_comm]
  exact Finset.sum_congr rfl fun i _ => Finset.sum_comm

/-- If an irreducible representation has a nonzero invariant form with `Bᵀ = ε B`, its
indicator equals `ε`. -/
theorem indicator_eq_sign (hρ : IsIrrep ρ) {B : Matrix n n ℂ} (hB : IsInvariantForm ρ B)
    (hne : B ≠ 0) {ε : ℂ} (hε : Bᵀ = ε • B) : indicator ρ = ε := by
  choose c hc using fun i j => exists_eq_smul hρ hB hne (average_invariant (single i j 1))
  have h' : ∀ g, (ρ g)ᵀ * B * ρ g = B := hB
  have hPB : average ρ B = B := by
    show (Fintype.card G : ℂ)⁻¹ • ∑ g, (ρ g)ᵀ * B * ρ g = B
    simp only [h']
    rw [Finset.sum_const, Finset.card_univ, ← Nat.cast_smul_eq_nsmul ℂ, smul_smul,
      inv_mul_cancel₀ (Nat.cast_ne_zero.2 Fintype.card_ne_zero), one_smul]
  have hdec : B = ∑ i, ∑ j, B i j • single i j (1 : ℂ) := by
    simp only [smul_single, smul_eq_mul, mul_one]
    exact matrix_eq_sum_single B
  -- expanding `average B = B` in matrix units fixes the normalisation
  have hsum : (∑ i, ∑ j, B i j * c i j) • B = B :=
    calc (∑ i, ∑ j, B i j * c i j) • B = ∑ i, ∑ j, B i j • average ρ (single i j 1) := by
          simp only [hc, Finset.sum_smul, smul_smul]
      _ = average ρ (∑ i, ∑ j, B i j • single i j (1 : ℂ)) := by simp only [map_sum, map_smul]
      _ = B := by rw [← hdec, hPB]
  have h1 : ((∑ i, ∑ j, B i j * c i j) - 1) • B = 0 := by
    rw [sub_smul, hsum, one_smul, sub_self]
  have h2 := sub_eq_zero.1 ((smul_eq_zero.1 h1).resolve_right hne)
  have hji : ∀ i j, B j i = ε * B i j := fun i j => congrFun (congrFun hε i) j
  rw [indicator_eq_sum]
  simp only [hc, Matrix.smul_apply, smul_eq_mul]
  calc ∑ i, ∑ j, c i j * B j i = ε * ∑ i, ∑ j, B i j * c i j := by
        simp only [Finset.mul_sum]
        refine Finset.sum_congr rfl fun i _ => Finset.sum_congr rfl fun j _ => ?_
        rw [hji i j]; ring
    _ = ε := by rw [h2, mul_one]

/-- Frobenius-Schur trichotomy: the indicator of an irreducible representation is `1`, `0` or
`-1`; it is `1` exactly when a nonzero symmetric invariant form exists, `-1` exactly when a
nonzero antisymmetric one exists, and `0` exactly when the only invariant form is zero. -/
theorem frobenius_schur_trichotomy (hρ : IsIrrep ρ) :
    (indicator ρ = 1 ∨ indicator ρ = 0 ∨ indicator ρ = -1) ∧
    (indicator ρ = 1 ↔ ∃ B, B ≠ 0 ∧ IsInvariantForm ρ B ∧ Bᵀ = B) ∧
    (indicator ρ = -1 ↔ ∃ B, B ≠ 0 ∧ IsInvariantForm ρ B ∧ Bᵀ = -B) ∧
    (indicator ρ = 0 ↔ ∀ B, IsInvariantForm ρ B → B = 0) := by
  have hs : (∃ B, B ≠ 0 ∧ IsInvariantForm ρ B ∧ Bᵀ = B) → indicator ρ = 1 :=
    fun ⟨B, h1, h2, h3⟩ => indicator_eq_sign hρ h2 h1 (by rw [h3, one_smul])
  have ha : (∃ B, B ≠ 0 ∧ IsInvariantForm ρ B ∧ Bᵀ = -B) → indicator ρ = -1 :=
    fun ⟨B, h1, h2, h3⟩ => indicator_eq_sign hρ h2 h1 (by rw [h3, neg_one_smul])
  have h0 : (∀ B, IsInvariantForm ρ B → B = 0) → indicator ρ = 0 := fun h => by
    have hz : ∀ X, average ρ X = 0 := fun X => h _ (average_invariant X)
    simp [indicator_eq_sum, hz]
  have tri : (∃ B, B ≠ 0 ∧ IsInvariantForm ρ B ∧ Bᵀ = B) ∨
      (∀ B, IsInvariantForm ρ B → B = 0) ∨ (∃ B, B ≠ 0 ∧ IsInvariantForm ρ B ∧ Bᵀ = -B) := by
    by_cases h : ∀ B, IsInvariantForm ρ B → B = 0
    · exact Or.inr (Or.inl h)
    · obtain ⟨B, hB⟩ := not_forall.1 h
      obtain ⟨hB, hne⟩ := Classical.not_imp.1 hB
      rcases symm_or_antisymm hρ hB with e | e
      · exact Or.inl ⟨B, hne, hB, e⟩
      · exact Or.inr (Or.inr ⟨B, hne, hB, e⟩)
  refine ⟨tri.imp hs (Or.imp h0 ha), ⟨fun h => ?_, hs⟩, ⟨fun h => ?_, ha⟩, ⟨fun h => ?_, h0⟩⟩
  · rcases tri with t | t | t
    · exact t
    · exact absurd (h.symm.trans (h0 t)) (by norm_num)
    · exact absurd (h.symm.trans (ha t)) (by norm_num)
  · rcases tri with t | t | t
    · exact absurd (h.symm.trans (hs t)) (by norm_num)
    · exact absurd (h.symm.trans (h0 t)) (by norm_num)
    · exact t
  · rcases tri with t | t | t
    · exact absurd (h.symm.trans (hs t)) (by norm_num)
    · exact t
    · exact absurd (h.symm.trans (ha t)) (by norm_num)

/-- The quaternion group of order eight as Gaussian-integer matrices generated by
`diag(i, -i)` and `[[0, 1], [-1, 0]]`. -/
def quatInt : QuaternionGroup 2 →* Matrix (Fin 2) (Fin 2) GaussianInt where
  toFun
    | .a k => !![(⟨0, 1⟩ : GaussianInt), 0; 0, (⟨0, -1⟩ : GaussianInt)] ^ k.val
    | .xa k => !![(0 : GaussianInt), 1; -1, 0] *
        !![(⟨0, 1⟩ : GaussianInt), 0; 0, (⟨0, -1⟩ : GaussianInt)] ^ k.val
  map_one' := by decide +kernel
  map_mul' := by decide +kernel

/-- The same two-dimensional representation with complex entries. -/
def quatRep : QuaternionGroup 2 →* Matrix (Fin 2) (Fin 2) ℂ :=
  (RingHom.mapMatrix GaussianInt.toComplex).toMonoidHom.comp quatInt

/-- The two-dimensional representation of the quaternion group is irreducible and has
indicator `-1`. -/
theorem quaternion_witness : IsIrrep quatRep ∧ indicator quatRep = -1 := by
  have hA : quatRep (.a 1) = !![Complex.I, 0; 0, -Complex.I] := by
    have h : quatInt (.a 1) = !![(⟨0, 1⟩ : GaussianInt), 0; 0, (⟨0, -1⟩ : GaussianInt)] := by
      decide +kernel
    show (quatInt (.a 1)).map GaussianInt.toComplex = _
    rw [h]; ext i j; fin_cases i <;> fin_cases j <;> simp [GaussianInt.toComplex_def']
  have hX : quatRep (.xa 0) = !![0, 1; -1, 0] := by
    have h : quatInt (.xa 0) = !![(0 : GaussianInt), 1; -1, 0] := by decide +kernel
    show (quatInt (.xa 0)).map GaussianInt.toComplex = _
    rw [h]; ext i j; fin_cases i <;> fin_cases j <;> simp
  have hirr : IsIrrep quatRep := by
    refine ⟨inferInstance, fun W hW => or_iff_not_imp_left.2 fun hne => ?_⟩
    obtain ⟨v, hv, hv0⟩ := (Submodule.ne_bot_iff W).1 hne
    have : ∃ w ∈ W, w 0 ≠ 0 := by
      by_cases h : v 0 = 0
      · refine ⟨_, hW (.xa 0) v hv, fun h1 => hv0 ?_⟩
        have h2 : v 1 = 0 := by simpa [hX, mulVec, dotProduct] using h1
        ext i; fin_cases i <;> simp [h, h2]
      · exact ⟨v, hv, h⟩
    obtain ⟨w, hw, hw0⟩ := this
    have hp : w - Complex.I • (quatRep (.a 1) *ᵥ w) = ![2 * w 0, 0] := by
      ext i; fin_cases i <;> simp [hA, dotProduct, ← mul_assoc, two_mul]
    have hpW : ![2 * w 0, 0] ∈ W := hp ▸ W.sub_mem hw (W.smul_mem _ (hW _ _ hw))
    refine Submodule.eq_top_iff'.2 fun u => ?_
    have hu : u = (u 0 / (2 * w 0)) • ![2 * w 0, 0] -
        (u 1 / (2 * w 0)) • (quatRep (.xa 0) *ᵥ ![2 * w 0, 0]) := by
      ext i; fin_cases i <;> simp [hX, hw0]
    rw [hu]
    exact W.sub_mem (W.smul_mem _ hpW) (W.smul_mem _ (hW _ _ hpW))
  refine ⟨hirr, indicator_eq_sign hirr (B := quatRep (.xa 0)) (fun g => ?_) ?_ ?_⟩
  · have h : ∀ g, (quatInt g)ᵀ * quatInt (.xa 0) * quatInt g = quatInt (.xa 0) := by
      decide +kernel
    have := congrArg (fun M => M.map GaussianInt.toComplex) (h g)
    simp only [Matrix.map_mul, transpose_map] at this
    exact this
  · intro h
    simpa [hX] using congrFun (congrFun h 0) 1
  · rw [hX]; ext i j; fin_cases i <;> fin_cases j <;> simp

end

end FrobeniusSchurIrreducible
```

```lean
#print axioms FrobeniusSchurIrreducible.frobenius_schur_trichotomy
-- 'FrobeniusSchurIrreducible.frobenius_schur_trichotomy' depends on axioms: [propext, Classical.choice, Quot.sound]
```

## Notes on the proof

`eq_zero_of_degenerate` is step 1. `hint` is $B\rho(g)=\rho(g^{-1})^TB$, `hW` is invariance of the kernel, and `hρ.simple` splits into a zero kernel, which contradicts `hv`, and a full kernel, which gives `B = 0`.

`exists_eq_smul` is step 2. `hdet` establishes $\det B_0\neq0$ before `B₀⁻¹` is used, `Module.End.exists_eigenvalue` supplies $c$ on the nonzero complex space, `hBv` is $Bv=cB_0v$, and `hinv` is invariance of $B-cB_0$.

`symm_or_antisymm` is step 3, with `hT` for invariance of $B^T$ and `h4` for $c^2=1$. These three lemmas precede `variable [Fintype G]` and hold for any group. Finiteness enters with the average.

`average_invariant` relabels the sum by $g\mapsto gh$ through `Equiv.mulRight h`. In `indicator_eq_sum`, `entry` is the identity $(A^TE_{ij}A)_{ji}=A_{ij}A_{ji}$, and the remaining lines exchange the sum over $g$ with those over $i$ and $j$.

`indicator_eq_sign` is step 5 for an arbitrary complex $\varepsilon$. `choose` produces the $c_{ij}$, `hPB` is $P(B)=B$, `hdec` is the expansion in matrix units, `h2` is $\sum_{i,j}B_{ij}c_{ij}=1$, and `hji` is $B_{ji}=\varepsilon B_{ij}$.

In `frobenius_schur_trichotomy`, `hs`, `ha` and `h0` give $\nu$ in each case and `tri` says that one case occurs. The converse implications run through `tri` and discard two cases each, since `norm_num` separates $1$, $0$ and $-1$.

For the example, `quatInt` sends `.a k` to $R^k$ and `.xa k` to $JR^k$ with Gaussian-integer entries, where equality is decidable, so `decide +kernel` checks the whole multiplication table. `quatRep` carries the entries into $\mathbb C$. In `quaternion_witness`, `hA` and `hX` identify $R$ and $J$, `hp` is $w-iRw=(2w_0,0)$, and `hu` writes any vector $u$ as $\frac{u_0}{2w_0}p-\frac{u_1}{2w_0}Jp$. Invariance of $J$ is checked element by element over the Gaussian integers rather than through the determinant, and `indicator_eq_sign` with $\varepsilon=-1$ gives the value.
